# Inverse BFGS with nonzero curvatures preserves the symmetry of a geometry optimisation

If a quasi-Newton update could break symmetry by itself, an optimisation started from planar ammonia could leave the plane although no force pushes it out. A program that computed only symmetry-allowed displacements would then follow a different path from one that computed them all. For inverse BFGS on a differentiable energy surface, in exact arithmetic and with nonzero curvatures, this does not happen: a symmetry shared by the energy, the starting geometry and the starting inverse Hessian survives every step.

```lean
import Mathlib

open Matrix

namespace BFGSSymmetry

noncomputable section

variable {n : Type*} [Fintype n] [DecidableEq n]
```

## The run: any step lengths, one update rule

A geometry is a real vector $x$, for instance all Cartesian coordinates of a molecule, indexed by the finite type `n`. Let $g(x)$ be the vector of partial derivatives of the energy $f$, called `grad f x` in Lean.

```lean
/-- The energy gradient: the vector of partial derivatives of `f` at the geometry `x`. -/
def grad (f : (n → ℝ) → ℝ) (x : n → ℝ) : n → ℝ :=
  fun i => fderiv ℝ f x (Pi.single i 1)
```

With step lengths $\alpha_k$ and inverse Hessian approximations $H_k$, a run satisfies

$$x_{k+1}=x_k-\alpha_k H_k g(x_k),\quad s_k=x_{k+1}-x_k,\quad y_k=g(x_{k+1})-g(x_k).$$

Write $c=y^Ts$ for the curvature of one step. The update from $H$ to $H'$ is

$$c^2H'=(c\,1-sy^T)\,H\,(c\,1-ys^T)+c\,ss^T .$$

```lean
/-- The inverse BFGS update from `H` to `H'` for the step `s` and gradient change `y`,
multiplied through by the squared curvature `(y ⬝ᵥ s) ^ 2`. -/
def IsBFGSUpdate (s y : n → ℝ) (H H' : Matrix n n ℝ) : Prop :=
  (y ⬝ᵥ s) ^ 2 • H' =
    ((y ⬝ᵥ s) • (1 : Matrix n n ℝ) - vecMulVec s y) * H *
      ((y ⬝ᵥ s) • (1 : Matrix n n ℝ) - vecMulVec y s) + (y ⬝ᵥ s) • vecMulVec s s
```

`IsBFGSRun` requires both rules for every $k$. The $\alpha_k$ are arbitrary real numbers, so the step lengths chosen by a line search are covered. Constraints and changes of coordinates are not modelled.

```lean
/-- A BFGS optimisation of `f` with step lengths `α`, geometries `x` and
inverse Hessian approximations `H`. -/
structure IsBFGSRun (f : (n → ℝ) → ℝ) (α : ℕ → ℝ) (x : ℕ → n → ℝ)
    (H : ℕ → Matrix n n ℝ) : Prop where
  step : ∀ k, x (k + 1) = x k - α k • (H k *ᵥ grad f (x k))
  update : ∀ k, IsBFGSUpdate (x (k + 1) - x k) (grad f (x (k + 1)) - grad f (x k))
    (H k) (H (k + 1))

/-- The curvature `y ⬝ᵥ s` measured along step `k` of an optimisation. -/
def curvature (f : (n → ℝ) → ℝ) (x : ℕ → n → ℝ) (k : ℕ) : ℝ :=
  (grad f (x (k + 1)) - grad f (x k)) ⬝ᵥ (x (k + 1) - x k)
```

For $c\neq0$, dividing by $c^2$ gives the usual inverse BFGS formula. The next lemma proves the equivalence by factoring $c$ out of each bracket.

```lean
/-- For nonzero curvature the update relation is the usual inverse BFGS formula. -/
theorem isBFGSUpdate_iff {s y : n → ℝ} (hc : y ⬝ᵥ s ≠ 0) (H H' : Matrix n n ℝ) :
    IsBFGSUpdate s y H H' ↔
      H' = (1 - (y ⬝ᵥ s)⁻¹ • vecMulVec s y) * H * (1 - (y ⬝ᵥ s)⁻¹ • vecMulVec y s)
        + (y ⬝ᵥ s)⁻¹ • vecMulVec s s := by
  have e1 : ∀ P : Matrix n n ℝ, (y ⬝ᵥ s) • (1 : Matrix n n ℝ) - P
      = (y ⬝ᵥ s) • (1 - (y ⬝ᵥ s)⁻¹ • P) := by
    intro P
    rw [smul_sub, smul_smul, mul_inv_cancel₀ hc, one_smul]
  have e2 : (y ⬝ᵥ s) • vecMulVec s s
      = (y ⬝ᵥ s) ^ 2 • ((y ⬝ᵥ s)⁻¹ • vecMulVec s s) := by
    rw [smul_smul, pow_two, mul_assoc, mul_inv_cancel₀ hc, mul_one]
  unfold IsBFGSUpdate
  rw [e1, e1, e2, smul_mul_assoc, smul_mul_assoc, mul_smul_comm,
    smul_smul (y ⬝ᵥ s) (y ⬝ᵥ s), ← pow_two (y ⬝ᵥ s), ← smul_add]
  exact (smul_right_injective (Matrix n n ℝ) (pow_ne_zero 2 hc)).eq_iff
```

## An invariant energy and an orthogonal $Q$

The matrix $Q$ represents a symmetry operation: a rotation or reflection of space, or a product of the two, combined with a permutation of like atoms, with the symmetry element passing through the origin. The hypotheses are $Q^TQ=1$ (`hQ`), differentiability at every $x$ (`hf`) and $f(Qx)=f(x)$ for all $x$ (`hinv`). Since a molecular energy diverges where two nuclei coincide, $f$ stands for a version smoothed near such geometries without loss of symmetry.

By hand, they give the transformation law of the gradient. Differentiating $f(Qx)=f(x)$ along $v$ yields $g(Qx)^TQv=g(x)^Tv$ for every $v$, so $Q^Tg(Qx)=g(x)$. Multiplying by $Q$ and using $QQ^T=1$ gives
$$g(Qx)=Q\,g(x).$$

In the proof, `fderiv_eq_grad` writes the directional derivative as a dot product. Then `key` is the chain rule, and inserting unit vectors for $v$ extracts the components.

```lean
/-- The directional derivative of the energy is the gradient dotted with the direction. -/
theorem fderiv_eq_grad (f : (n → ℝ) → ℝ) (x v : n → ℝ) :
    fderiv ℝ f x v = grad f x ⬝ᵥ v := by
  have hv : v = ∑ i, v i • (Pi.single i (1 : ℝ) : n → ℝ) := by
    ext j
    simp [Finset.sum_apply, Pi.single_apply]
  conv_lhs => rw [hv]
  simp only [map_sum, map_smul, smul_eq_mul, dotProduct, grad, mul_comm]

/-- For a differentiable energy invariant under an orthogonal `Q`, the gradient at `Q *ᵥ x` is `Q`
applied to the gradient at `x`. -/
theorem grad_covariant {f : (n → ℝ) → ℝ} {Q : Matrix n n ℝ} (hQ : Qᵀ * Q = 1)
    (hf : Differentiable ℝ f) (hinv : ∀ x, f (Q *ᵥ x) = f x) (x : n → ℝ) :
    grad f (Q *ᵥ x) = Q *ᵥ grad f x := by
  -- chain rule applied to f ∘ Q = f
  have key : ∀ v, grad f (Q *ᵥ x) ⬝ᵥ (Q *ᵥ v) = grad f x ⬝ᵥ v := by
    intro v
    have hL : HasFDerivAt (fun z : n → ℝ => Q *ᵥ z)
        (LinearMap.toContinuousLinearMap Q.mulVecLin) x :=
      (LinearMap.toContinuousLinearMap Q.mulVecLin).hasFDerivAt
    have h1 := (hf (Q *ᵥ x)).hasFDerivAt.comp x hL
    have h2 : (f ∘ fun z : n → ℝ => Q *ᵥ z) = f := funext hinv
    rw [h2] at h1
    rw [← fderiv_eq_grad, ← fderiv_eq_grad]
    exact (DFunLike.congr_fun h1.fderiv v).symm
  have h : grad f (Q *ᵥ x) ᵥ* Q = grad f x := by
    ext i
    have hi := key (Pi.single i 1)
    rw [Matrix.dotProduct_mulVec] at hi
    simpa only [dotProduct_single, mul_one] using hi
  rw [← h, ← Matrix.mulVec_transpose, Matrix.mulVec_mulVec, mul_eq_one_comm.mp hQ,
    Matrix.one_mulVec]
```

Without invariance, a force may point out of the symmetric subspace. Without differentiability, there is no gradient to transform at a kink such as a surface crossing. For an invertible $Q$ that is not orthogonal, the chain rule gives $Q^{-T}g(x)$ in place of $Qg(x)$.

## Nonzero curvature

The curvature $y_k^Ts_k$ measures how the slope along the step changes. It may be negative here, and positive definiteness of $H_k$ is not claimed. A run that stops exactly at a stationary point has $s_k=0$ from then on and violates the hypothesis, which is imposed for all $k$.

By hand, the hypothesis is used once. Let $G$ satisfy $GQ=QH$, and let $G'$ be its update with $Qs$ and $Qy$. Orthogonality gives $(Qy)^T(Qs)=c$ and $(Qa)(Qb)^TQ=Q\,ab^T$. Set $A=c\,1-sy^T$ and $B=c\,1-ys^T$, and let $\hat A,\hat B$ be the same expressions built from $Qs$ and $Qy$. Then $\hat AQ=QA$, $\hat BQ=QB$, and

$$c^2G'Q=\hat AG\hat BQ+c\,Q\,ss^T=\hat AGQB+c\,Q\,ss^T=\hat AQHB+c\,Q\,ss^T=Q(AHB+c\,ss^T)=c^2QH'.$$

Cancelling $c^2$ leaves $G'Q=QH'$. In Lean, `hdot`, `hv` and `eA` are the transformation rules, `trip` moves $Q$ through the triple product, and `smul_right_injective` cancels $c^2$.

```lean
/-- If step, gradient change and inverse Hessian are all transformed by an orthogonal `Q`, and the
curvature is nonzero, then the updated inverse Hessian is transformed as well. -/
theorem update_covariant {Q H H' G G' : Matrix n n ℝ} {s y : n → ℝ} (hQ : Qᵀ * Q = 1)
    (hG : G * Q = Q * H) (hc : y ⬝ᵥ s ≠ 0) (h : IsBFGSUpdate s y H H')
    (h' : IsBFGSUpdate (Q *ᵥ s) (Q *ᵥ y) G G') : G' * Q = Q * H' := by
  have back : ∀ b : n → ℝ, (Q *ᵥ b) ᵥ* Q = b := by
    intro b
    rw [← Matrix.mulVec_transpose, Matrix.mulVec_mulVec, hQ, Matrix.one_mulVec]
  -- the curvature is invariant and the outer products are covariant
  have hdot : (Q *ᵥ y) ⬝ᵥ (Q *ᵥ s) = y ⬝ᵥ s := by
    rw [Matrix.dotProduct_mulVec, back]
  have hv : ∀ a b : n → ℝ, vecMulVec (Q *ᵥ a) (Q *ᵥ b) * Q = Q * vecMulVec a b := by
    intro a b
    rw [Matrix.vecMulVec_mul, back, Matrix.mul_vecMulVec]
  have eA : ∀ a b : n → ℝ,
      ((y ⬝ᵥ s) • (1 : Matrix n n ℝ) - vecMulVec (Q *ᵥ a) (Q *ᵥ b)) * Q
        = Q * ((y ⬝ᵥ s) • (1 : Matrix n n ℝ) - vecMulVec a b) := by
    intro a b
    rw [sub_mul, mul_sub, hv, smul_mul_assoc, mul_smul_comm, one_mul, mul_one]
  have trip : ∀ A B A' B' : Matrix n n ℝ, A' * Q = Q * A → B' * Q = Q * B →
      A' * G * B' * Q = Q * (A * H * B) := by
    intro A B A' B' hA hB
    calc A' * G * B' * Q = A' * G * (B' * Q) := by simp only [mul_assoc]
      _ = A' * (G * Q) * B := by rw [hB]; simp only [mul_assoc]
      _ = (A' * Q) * H * B := by rw [hG]; simp only [mul_assoc]
      _ = Q * (A * H * B) := by rw [hA]; simp only [mul_assoc]
  unfold IsBFGSUpdate at h h'
  rw [hdot] at h'
  -- cancel the squared curvature
  apply smul_right_injective (Matrix n n ℝ) (pow_ne_zero 2 hc)
  change (y ⬝ᵥ s) ^ 2 • (G' * Q) = (y ⬝ᵥ s) ^ 2 • (Q * H')
  rw [← smul_mul_assoc, ← mul_smul_comm, h, h', add_mul,
    trip _ _ _ _ (eA s y) (eA y s), smul_mul_assoc, hv, mul_add, mul_smul_comm]
```

Without nonzero curvature the conclusion can fail. Take $f(z)=z_1$ on $\mathbb R^2$, $Q=\mathrm{diag}(1,-1)$, $x_0=0$, $H_0=1$ and $\alpha_k=1$. Then $x_1=(-1,0)$ and $y_0=0$, so the update relation reads $0=0$ and permits
$$H_1=\begin{pmatrix}1&1\\1&2\end{pmatrix}.$$
This matrix does not commute with $Q$, and the next geometry $x_2=(-2,-1)$ is not fixed by $Q$.

The update could also have been modelled as a function, by the usual formula with $c^{-1}$. Since Lean sets $0^{-1}=0$, zero curvature would then return $H'=H$, as if the update were skipped, and symmetry would be preserved without the curvature hypothesis.

## A symmetric start

The hypotheses `hx` and `hH` of the symmetry theorem say $Qx_0=x_0$, a symmetric starting geometry, and $H_0Q=QH_0$, a starting inverse Hessian that treats equivalent directions alike. The unit matrix always qualifies.

They begin an induction, carried out more generally for two runs with the same $\alpha_k$, where primes now mark the second run. If $x'_k=Qx_k$ and $H'_kQ=QH_k$, then

$$x'_{k+1}=Qx_k-\alpha_kH'_kQ\,g(x_k)=Q\bigl(x_k-\alpha_kH_kg(x_k)\bigr)=Qx_{k+1}.$$

Hence $s'_k=Qs_k$ and $y'_k=Qy_k$, and the update result gives $H'_{k+1}Q=QH_{k+1}$. The Lean induction follows these lines; only the first run's curvatures are assumed nonzero.

```lean
/-- Two BFGS runs on a `Q`-invariant energy, with equal step lengths and starting data related by
the orthogonal `Q`, remain related by `Q` at every step if the curvatures of the first run are all
nonzero. -/
theorem run_covariant {f : (n → ℝ) → ℝ} {Q : Matrix n n ℝ} {α : ℕ → ℝ}
    {x x' : ℕ → n → ℝ} {H H' : ℕ → Matrix n n ℝ} (hQ : Qᵀ * Q = 1)
    (hf : Differentiable ℝ f) (hinv : ∀ z, f (Q *ᵥ z) = f z)
    (run : IsBFGSRun f α x H) (run' : IsBFGSRun f α x' H')
    (hc : ∀ k, curvature f x k ≠ 0)
    (hx : x' 0 = Q *ᵥ x 0) (hH : H' 0 * Q = Q * H 0) (k : ℕ) :
    x' k = Q *ᵥ x k ∧ H' k * Q = Q * H k := by
  induction k with
  | zero => exact ⟨hx, hH⟩
  | succ k ih =>
    obtain ⟨ihx, ihH⟩ := ih
    have hx1 : x' (k + 1) = Q *ᵥ x (k + 1) := by
      rw [run'.step, run.step, ihx, grad_covariant hQ hf hinv, Matrix.mulVec_mulVec, ihH,
        ← Matrix.mulVec_mulVec, Matrix.mulVec_sub, Matrix.mulVec_smul]
    have u := run'.update k
    rw [hx1, ihx, grad_covariant hQ hf hinv, grad_covariant hQ hf hinv,
      ← Matrix.mulVec_sub, ← Matrix.mulVec_sub] at u
    exact ⟨hx1, update_covariant hQ ihH (hc k) (run.update k) u⟩
```

Comparing a run with itself gives symmetry preservation.

```lean
/-- BFGS with nonzero curvatures preserves an orthogonal symmetry `Q` of a differentiable energy: if
the starting geometry is fixed by `Q` and the starting inverse Hessian commutes with `Q`, the same
holds at every step. -/
theorem bfgs_preserves_symmetry {f : (n → ℝ) → ℝ} {Q : Matrix n n ℝ} {α : ℕ → ℝ}
    {x : ℕ → n → ℝ} {H : ℕ → Matrix n n ℝ} (hQ : Qᵀ * Q = 1)
    (hf : Differentiable ℝ f) (hinv : ∀ z, f (Q *ᵥ z) = f z)
    (run : IsBFGSRun f α x H) (hc : ∀ k, curvature f x k ≠ 0)
    (hx : Q *ᵥ x 0 = x 0) (hH : H 0 * Q = Q * H 0) (k : ℕ) :
    Q *ᵥ x k = x k ∧ H k * Q = Q * H k := by
  -- compare the run with itself
  have h := run_covariant hQ hf hinv run run hc hx.symm hH k
  exact ⟨h.1.symm, h.2⟩
```

Without $H_0Q=QH_0$, the first step can already leave the symmetric subspace: with $Q$ as above, $f(z)=|z|^2/2$, $x_0=(1,0)$ and the matrix displayed above as $H_0$, any $\alpha_0\neq0$ gives $x_1=(1-\alpha_0,-\alpha_0)$.

## Symmetry of $H_0$ as a matrix

The condition $H_0^T=H_0$ was not used. If it holds, it is inherited: $A^T=B$, so $(AHB)^T=AHB$ when $H^T=H$, and $ss^T$ is symmetric. The proof transposes the update and cancels the squared curvature.

```lean
/-- In a run with nonzero curvatures, if the starting inverse Hessian is a symmetric matrix, so are
all later ones. -/
theorem inverse_hessian_symmetric {f : (n → ℝ) → ℝ} {α : ℕ → ℝ} {x : ℕ → n → ℝ}
    {H : ℕ → Matrix n n ℝ} (run : IsBFGSRun f α x H) (hc : ∀ k, curvature f x k ≠ 0)
    (h0 : (H 0)ᵀ = H 0) (k : ℕ) : (H k)ᵀ = H k := by
  have hT : ∀ a b : n → ℝ, (vecMulVec a b)ᵀ = vecMulVec b a := by
    intro a b
    ext i j
    simp [vecMulVec_apply, mul_comm]
  induction k with
  | zero => exact h0
  | succ k ih =>
    have u := run.update k
    unfold IsBFGSUpdate at u
    apply smul_right_injective (Matrix n n ℝ) (pow_ne_zero 2 (hc k))
    unfold curvature
    beta_reduce
    rw [← Matrix.transpose_smul, u]
    simp only [Matrix.transpose_add, Matrix.transpose_mul, Matrix.transpose_sub,
      Matrix.transpose_smul, Matrix.transpose_one, hT, ih, mul_assoc]
```

## A harmonic run with nonzero curvatures

For $f(z)=|z|^2/2$ the gradient is $g(z)=z$. With $H_k=1$ and $\alpha_k=1/2$, the geometries are $x_k=2^{-k}x_0$.

```lean
/-- The isotropic harmonic energy with unit force constant. -/
def harmonic (z : n → ℝ) : ℝ := ∑ i, z i ^ 2 / 2
```

Here $y=s$ and $c=s^Ts$, so $(c\,1-ss^T)^2+c\,ss^T=c^2\,1$ and the update reproduces the unit matrix. The curvatures are $4^{-(k+1)}|x_0|^2$, nonzero when $x_0\neq0$. In Lean, `hg` computes the gradient and `hu` checks the update. This energy is invariant under every orthogonal $Q$, so any orthogonal $Q$ that fixes $x_0$ meets the remaining conditions.

```lean
/-- In the harmonic well, half steps from any `x₀ ≠ 0` with unit inverse Hessian form a
BFGS run whose curvatures are all nonzero. -/
theorem harmonic_run_witness {x₀ : n → ℝ} (hx₀ : x₀ ≠ 0) :
    IsBFGSRun harmonic (fun _ => 1 / 2) (fun k => (1 / 2 : ℝ) ^ k • x₀) (fun _ => 1) ∧
      ∀ k, curvature harmonic (fun k => (1 / 2 : ℝ) ^ k • x₀) k ≠ 0 := by
  -- the gradient of the harmonic energy is the displacement itself
  have hg : ∀ x : n → ℝ, grad harmonic x = x := by
    intro x
    have h : HasFDerivAt (harmonic (n := n))
        (∑ i, x i • (ContinuousLinearMap.proj i : (n → ℝ) →L[ℝ] ℝ)) x := by
      unfold harmonic
      apply HasFDerivAt.fun_sum
      intro i _
      have h2 : HasDerivAt (fun t : ℝ => t ^ 2 / 2) (x i) (x i) :=
        ((hasDerivAt_pow 2 (x i)).div_const 2).congr_deriv (by norm_num)
      have hp : HasFDerivAt (fun z : n → ℝ => z i)
          (ContinuousLinearMap.proj i : (n → ℝ) →L[ℝ] ℝ) x := hasFDerivAt_apply i x
      have h3 := h2.hasFDerivAt.comp x hp
      exact h3.congr_fderiv (ContinuousLinearMap.ext fun v => by simp [mul_comm])
    ext j
    simp [grad, h.fderiv, Pi.single_apply]
  -- for y = s the unit matrix is reproduced by the update
  have hu : ∀ s : n → ℝ, IsBFGSUpdate s s 1 1 := by
    intro s
    have hss : vecMulVec s s * vecMulVec s s = (s ⬝ᵥ s) • vecMulVec s s := by
      ext i j
      simp only [Matrix.mul_apply, vecMulVec_apply, Matrix.smul_apply, smul_eq_mul,
        dotProduct, Finset.sum_mul]
      exact Finset.sum_congr rfl fun _ _ => by ring
    unfold IsBFGSUpdate
    simp only [sub_mul, mul_sub, smul_mul_assoc, mul_smul_comm, one_mul, mul_one, hss]
    module
  refine ⟨⟨fun k => ?_, fun k => ?_⟩, fun k => ?_⟩
  · simp only [hg, Matrix.one_mulVec, pow_succ]
    module
  · simp only [hg]
    exact hu _
  · have hs : (1 / 2 : ℝ) ^ (k + 1) • x₀ - (1 / 2 : ℝ) ^ k • x₀
        = (-(1 / 2 : ℝ) ^ (k + 1)) • x₀ := by
      rw [pow_succ]
      module
    have hp : (-(1 / 2 : ℝ) ^ (k + 1)) ≠ 0 := neg_ne_zero.mpr (by positivity)
    unfold curvature
    simp only [hg]
    rw [hs, smul_dotProduct, dotProduct_smul, smul_eq_mul, smul_eq_mul]
    exact mul_ne_zero hp (mul_ne_zero hp fun h => hx₀ (dotProduct_self_eq_zero.mp h))

end

end BFGSSymmetry
```

```lean
#print axioms BFGSSymmetry.isBFGSUpdate_iff
-- 'BFGSSymmetry.isBFGSUpdate_iff' depends on axioms: [propext, Classical.choice, Quot.sound]
#print axioms BFGSSymmetry.bfgs_preserves_symmetry
-- 'BFGSSymmetry.bfgs_preserves_symmetry' depends on axioms: [propext, Classical.choice, Quot.sound]
#print axioms BFGSSymmetry.inverse_hessian_symmetric
-- 'BFGSSymmetry.inverse_hessian_symmetric' depends on axioms: [propext, Classical.choice, Quot.sound]
```
